# Three vectors in real 3-space have a biorthogonal family exactly when their triple product is nonzero, and it is then given by the cross-product formula

For two families of three vectors in real three-dimensional space, `biorthogonal_iff_eq_dual` states that `c i · a j` is 1 for `i = j` and 0 otherwise exactly when the triple product V = a₀ · (a₁ × a₂) is nonzero and `c` consists of the vectors (a₁ × a₂)/V, (a₂ × a₀)/V and (a₀ × a₁)/V. If the `a j` are the primitive vectors of a crystal lattice, these are the primitive reciprocal vectors in the convention without the factor 2π. Linear independence of the `a j` is not assumed. The proof checks the formula by direct dot products; for the converse it writes biorthogonality as the matrix equation C Aᵀ = 1, takes determinants to rule out V = 0, and uses the uniqueness of the inverse to identify `c`.

An attempt in Lean 4 with a fault in it:

```lean
import Mathlib

open Matrix

namespace BiorthogonalIffEqDual

noncomputable section

/-- The triple product `V = a₀ · (a₁ × a₂)` of three vectors. -/
def triple (a : Fin 3 → Fin 3 → ℝ) : ℝ := a 0 ⬝ᵥ (a 1 ⨯₃ a 2)

/-- The cyclic cross products `a₁ × a₂`, `a₂ × a₀`, `a₀ × a₁`. -/
def faceNormal (a : Fin 3 → Fin 3 → ℝ) : Fin 3 → Fin 3 → ℝ :=
  ![a 1 ⨯₃ a 2, a 2 ⨯₃ a 0, a 0 ⨯₃ a 1]

/-- The cross-product formula for the dual vectors, `b₀ = (a₁ × a₂) / V` and cyclic, meant for
`V ≠ 0`. -/
def dual (a : Fin 3 → Fin 3 → ℝ) : Fin 3 → Fin 3 → ℝ :=
  fun i => (triple a)⁻¹ • faceNormal a i

/-- Two families are biorthogonal when `c i · a j` is 1 for `i = j` and 0 otherwise. -/
def Biorthogonal (c a : Fin 3 → Fin 3 → ℝ) : Prop :=
  ∀ i j, c i ⬝ᵥ a j = if i = j then 1 else 0

/-- The triple product is the determinant of the matrix whose rows are the three vectors. -/
theorem triple_eq_det (a : Fin 3 → Fin 3 → ℝ) : triple a = (Matrix.of a).det := by
  simp only [triple, cross_apply, dotProduct, Fin.sum_univ_three, Matrix.det_fin_three,
    Matrix.of_apply, Matrix.cons_val]
  ring

/-- Each cyclic cross product is orthogonal to two of the vectors and has
dot product `V` with the remaining one. -/
theorem faceNormal_dotProduct (a : Fin 3 → Fin 3 → ℝ) (i j : Fin 3) :
    faceNormal a i ⬝ᵥ a j = if i = j then triple a else 0 := by
  fin_cases i <;> fin_cases j <;>
    simp [faceNormal, triple, cross_apply, dotProduct, Fin.sum_univ_three] <;> ring

/-- Biorthogonality as a matrix equation, with the vectors as rows: `C Aᵀ = 1`. -/
theorem biorthogonal_iff_mul (c a : Fin 3 → Fin 3 → ℝ) :
    Biorthogonal c a ↔ Matrix.of c * (Matrix.of a)ᵀ = 1 := by
  constructor
  · intro h
    ext i j
    rw [Matrix.one_apply, ← h i j]
    rfl
  · intro h i j
    have hij := congrFun (congrFun h i) j
    rw [Matrix.one_apply] at hij
    exact hij

/-- A family `c` is biorthogonal to `a` exactly when the triple product of `a` is nonzero
and `c` is given by the cross-product formula. -/
theorem biorthogonal_iff_eq_dual (c a : Fin 3 → Fin 3 → ℝ) :
    Biorthogonal c a ↔ triple a ≠ 0 ∧ c = dual a := by
  -- the cross-product formula does give a biorthogonal family
  have key : triple a ≠ 0 → Biorthogonal (dual a) a := by
    intro hV i j
    simp only [dual, smul_dotProduct, faceNormal_dotProduct, smul_eq_mul]
    split_ifs
    · exact inv_mul_cancel₀ hV
    · exact mul_zero _
  constructor
  · intro h
    have hC := (biorthogonal_iff_mul c a).mp h
    -- determinants exclude a vanishing triple product
    have hV : triple a ≠ 0 := by
      intro h0
      have hd := congrArg Matrix.det hC
      rw [Matrix.det_mul, Matrix.det_transpose, Matrix.det_one, ← triple_eq_det, h0,
        mul_zero] at hd
      exact zero_ne_one hd
    refine ⟨hV, ?_⟩
    -- a matrix has only one inverse
    have hD := mul_eq_one_comm.mp ((biorthogonal_iff_mul (dual a) a).mp (key hV))
    apply Matrix.of.injective
    calc Matrix.of c = Matrix.of c * ((Matrix.of a)ᵀ * Matrix.of (dual a)) := by
          rw [hD, mul_one]
      _ = Matrix.of (dual a) := by rw [← mul_assoc, hC, one_mul]
  · rintro ⟨hV, rfl⟩
    exact key hV

end

end BiorthogonalIffEqDual
```

The error:

```
Main.lean:69:81: error: Tactic `rewrite` failed: Did not find an occurrence of the pattern
  triple a
in the target expression
  triple c * (of a).det = 1

c a : Fin 3 → Fin 3 → ℝ
key : triple a ≠ 0 → Biorthogonal (dual a) a
h : Biorthogonal c a
hC : of c * (of a)ᵀ = 1
h0 : triple a = 0
hd : triple c * (of a).det = 1
⊢ False
```

Lean accepts the file once it reads:

```diff
@@ -67,5 +67,5 @@
       intro h0
       have hd := congrArg Matrix.det hC
-      rw [Matrix.det_mul, Matrix.det_transpose, Matrix.det_one, ← triple_eq_det, h0,
+      rw [Matrix.det_mul, Matrix.det_transpose, Matrix.det_one, ← triple_eq_det a, h0,
         mul_zero] at hd
       exact zero_ne_one hd
```

What went wrong. The error arises where the proof assumes `h0 : triple a = 0` and seeks a contradiction from determinants. After the first three rewrites, `hd` says that the determinant of `of c` times that of `of a` is 1. The next step, `← triple_eq_det`, names no family, so its pattern is the determinant of `of` applied to a family still to be determined. Lean matched this with the first factor, which fixed the family as `c`, and the rewrite then left the determinant of `of a` alone. The message shows the result, `triple c * (of a).det = 1`. This contains no `triple a`, so the following rewrite with `h0` fails.

Writing `← triple_eq_det a` fixes the family in advance, so that the second factor is the one rewritten. Then `h0` turns `triple a` into 0, `mul_zero` reduces `hd` to `0 = 1`, and `zero_ne_one` gives the contradiction.
